# Two real factorisations L Lᵀ = M Mᵀ of the same shape differ by an orthogonal matrix

Let L and M be real n × m matrices with L Lᵀ = M Mᵀ. Then there is an orthogonal m × m matrix Q with

M = L Q.

The rank of L is arbitrary. If E_p, for p = 1, …, n, are elements of any real algebra, commuting or not, then the operators

v_g = Σ_p L_pg E_p and w_g = Σ_p M_pg E_p

have equal sums of squares, Σ_g v_g² = Σ_g w_g².

## Two-electron integrals as sums of squares

In a finite basis of real orthonormal orbitals, let p stand for a pair of orbitals (a, b), and let E_p = Σ_σ a†_aσ a_bσ be the corresponding spin-summed excitation operator. With q = (c, d), the two-electron integrals V_pq = (ab|cd), where a and b are the orbitals of the first electron and c and d those of the second, form a symmetric positive semidefinite matrix V. Up to a one-body term, the electron repulsion is

½ Σ_pq V_pq E_p E_q.

A factorisation V = L Lᵀ turns this into ½ Σ_g v_g², a sum of squares of one-body operators. In a common form of auxiliary-field Monte Carlo, with continuous fields, one Gaussian field component x_g is coupled to each v_g.

The factor L is far from unique. A pivoted Cholesky decomposition gives one choice, and the eigenvectors of V, scaled by the square roots of their eigenvalues, give another. For a finite real basis and two factors that reproduce exactly the same V with equally many columns, the theorem says that the two sets of operators are orthogonal mixtures of each other.

A small case shows what happens when the rank is less than m. Take n = 1, m = 2, L = (3, 4) and M = (5, 0). Both give L Lᵀ = M Mᵀ = 25. The operators are 3E and 4E in the first case, 5E and 0 in the second, and

Q = [[3/5, −4/5], [4/5, 3/5]]

satisfies L Q = M.

## The squares depend only on L Lᵀ

Expand the square and keep the order of the operators:

Σ_g v_g² = Σ_g Σ_p Σ_q L_pg L_qg E_p E_q

= Σ_p Σ_q (Σ_g L_pg L_qg) E_p E_q

= Σ_p Σ_q (L Lᵀ)_pq E_p E_q.

Only the real coefficients were moved, so no commutation relation is needed. If L Lᵀ = M Mᵀ, the sums of squares agree.

## Ordinary numbers detect the rotation

Now let the E_p be real numbers x_p. Then v_g = (Lᵀx)_g, and the sum of squares is the squared Euclidean length |Lᵀx|². Equality of the sums for every x therefore means

|Lᵀx| = |Mᵀx| for all x.

This is enough to construct Q. On the range of Lᵀ, define a map W by

W(Lᵀx) = Mᵀx.

It is well defined: if Lᵀx = Lᵀx′, then |Mᵀ(x − x′)| = |Lᵀ(x − x′)| = 0, so Mᵀx = Mᵀx′. It is linear and preserves length.

The ranges of Lᵀ and Mᵀ then have the same dimension, and so do their orthogonal complements in the m-dimensional space. Sending an orthonormal basis of one complement to an orthonormal basis of the other extends W to an isometry U of the whole space. Let R be its matrix. Then

R Lᵀ = Mᵀ.

A linear map that preserves lengths preserves scalar products, by polarisation, so (Ry)·(Rz) = y·z for all y and z. Taking unit vectors for y and z gives RᵀR = 1. With Q = Rᵀ, transposition yields M = L Q, and Q Qᵀ = RᵀR = 1.

Conversely, if M = L Q with Q Qᵀ = 1, then

M Mᵀ = L Q Qᵀ Lᵀ = L Lᵀ.

So the existence of Q is equivalent to L Lᵀ = M Mᵀ.

The argument uses agreement for all numbers x_p. Agreement for one particular set of operators may not be enough. With n = 2, m = 1 and E_1 = E_2, the columns L = (1, 0)ᵀ and M = (0, 1)ᵀ give the same square, although L Lᵀ ≠ M Mᵀ.

## The field turns with the columns

Let x now be a field with m real components x_g. Its coupling to the operators of L is

Σ_g x_g v_g = Σ_p (L x)_p E_p.

Replacing L by L Q changes the coefficients to (L Q)x = L(Qx). Thus coupling x to the new operators is the same as coupling Qx to the old ones. Since QᵀQ = 1 as well,

(Qx)·(Qx) = x·QᵀQx = x·x.

The Gaussian weight exp(−x·x/2) depends only on this squared length, so it is the same for x and Qx. The factors i and √τ that appear in a propagator with time step τ can be absorbed into the E_p if these belong to a complex algebra, which is also a real one.

## Matrices, operators and orthogonality in Lean

The finite index types `n` and `m` label the orbital pairs and the field components. `Matrix n m ℝ` is the type of L and M, and `A` is the real algebra, associative and with a unit. `choleskyOp L E g` is v_g, where `E : n → A` is the family E_p. The symbol `•` multiplies an algebra element by a real number, `*ᵥ` applies a matrix to a vector, and `⬝ᵥ` is the scalar product.

`cholesky_rotation` says: if `L * Lᵀ = M * Mᵀ`, then some `Q` satisfies `Q * Qᵀ = 1` and `M = L * Q`, and for every `E` the sums of squares agree. Orthogonality is expressed by `Q * Qᵀ = 1`, so reflections are included. `same_integrals_iff` gives the equivalence, and `field_rotation` gives the two statements about the field.

The word Cholesky refers here to the use of L, since no triangular shape is required. The factorisation is given, not constructed, and the equality of the two products is exact. Two truncated decompositions of the same V with different error matrices V − L Lᵀ and V − M Mᵀ do not satisfy it. The theorems contain no exponential, time step or Gaussian integral.

```lean
import Mathlib

open Matrix

namespace CholeskyRotation

variable {n m A : Type*} [Fintype n] [Fintype m] [Ring A] [Algebra ℝ A]

/-- The Cholesky operator `v_g = ∑ p, L_pg E_p` built from the `g`-th column of `L` and
elements `E_p` of a real algebra. -/
def choleskyOp (L : Matrix n m ℝ) (E : n → A) (g : m) : A := ∑ p, L p g • E p

/-- The sum of squares of the Cholesky operators is the sum of the products `E_p E_q` with the
entries `(L Lᵀ)_pq` as coefficients. -/
theorem sum_sq_choleskyOp (L : Matrix n m ℝ) (E : n → A) :
    ∑ g, choleskyOp L E g ^ 2 = ∑ p, ∑ q, (L * Lᵀ) p q • (E p * E q) := by
  simp only [choleskyOp, pow_two, Finset.sum_mul_sum, smul_mul_smul_comm,
    Matrix.mul_apply, Matrix.transpose_apply, Finset.sum_smul]
  exact Finset.sum_comm.trans (Finset.sum_congr rfl fun p _ => Finset.sum_comm)

/-- If two linear maps into a finite-dimensional real inner product space give every vector
the same length, then a linear isometry of that space carries the first map to the second. -/
theorem exists_isometry {X V : Type*} [AddCommGroup X] [Module ℝ X]
    [NormedAddCommGroup V] [InnerProductSpace ℝ V] [FiniteDimensional ℝ V]
    (S T : X →ₗ[ℝ] V) (h : ∀ x, ‖S x‖ = ‖T x‖) :
    ∃ U : V →ₗᵢ[ℝ] V, ∀ x, U (S x) = T x := by
  -- choose a linear preimage for every vector in the range of `S`
  obtain ⟨s, hs⟩ :=
    S.rangeRestrict.exists_rightInverse_of_surjective S.range_rangeRestrict
  have hs' : ∀ y : LinearMap.range S, S (s y) = y := fun y =>
    congrArg Subtype.val (LinearMap.congr_fun hs y)
  -- the isometry on the range, which is then extended to the whole space
  let W : LinearMap.range S →ₗᵢ[ℝ] V :=
    ⟨T ∘ₗ s, fun y => (h (s y)).symm.trans (congrArg norm (hs' y))⟩
  refine ⟨W.extend, fun x => ?_⟩
  let y : LinearMap.range S := ⟨S x, LinearMap.mem_range_self S x⟩
  have h0 : S (s y) = S x := hs' y
  have h1 : W.extend (S x) = T (s y) := W.extend_apply y
  have h2 : T (s y - x) = 0 := by
    rw [← norm_eq_zero, ← h, map_sub, h0, sub_self, norm_zero]
  rw [h1]
  exact sub_eq_zero.mp (by rw [← map_sub]; exact h2)

/-- If the sums of squares built from `L` and `M` agree whenever the `E_p` are real numbers,
then `M = L Q` for an orthogonal matrix `Q`. -/
theorem exists_rotation_of_real_squares [DecidableEq m] (L M : Matrix n m ℝ)
    (h : ∀ x : n → ℝ, ∑ g, choleskyOp L x g ^ 2 = ∑ g, choleskyOp M x g ^ 2) :
    ∃ Q : Matrix m m ℝ, Q * Qᵀ = 1 ∧ M = L * Q := by
  classical
  let e := (WithLp.linearEquiv 2 ℝ (m → ℝ)).symm
  -- the hypothesis says that `Lᵀ x` and `Mᵀ x` have the same Euclidean length
  obtain ⟨U, hU⟩ := exists_isometry (e.toLinearMap ∘ₗ Lᵀ.mulVecLin)
    (e.toLinearMap ∘ₗ Mᵀ.mulVecLin) (by
      intro x
      rw [EuclideanSpace.norm_eq, EuclideanSpace.norm_eq]
      congr 1
      simp only [Real.norm_eq_abs, sq_abs]
      exact h x)
  -- the matrix of the isometry
  obtain ⟨R, hR⟩ : ∃ R : Matrix m m ℝ, ∀ y, R *ᵥ y = (U (WithLp.toLp 2 y)).ofLp :=
    ⟨LinearMap.toMatrix' (e.symm.toLinearMap ∘ₗ U.toLinearMap ∘ₗ e.toLinearMap),
      fun y => by
        rw [← Matrix.toLin'_apply, Matrix.toLin'_toMatrix']
        rfl⟩
  have hdot : ∀ y z, (R *ᵥ y) ⬝ᵥ (R *ᵥ z) = y ⬝ᵥ z := by
    intro y z
    have key := U.inner_map_map (WithLp.toLp 2 y) (WithLp.toLp 2 z)
    rw [EuclideanSpace.inner_eq_star_dotProduct,
      EuclideanSpace.inner_eq_star_dotProduct] at key
    rw [hR, hR, dotProduct_comm, dotProduct_comm y]
    simpa only [star_trivial] using key
  have horth : Rᵀ * R = 1 := by
    ext i j
    have hcol : ∀ k l, (R *ᵥ Pi.single l 1) k = R k l := by
      intro k l
      simp
    have hone : (Pi.single i 1 : m → ℝ) ⬝ᵥ Pi.single j 1 = (1 : Matrix m m ℝ) i j := by
      simp only [Matrix.one_apply, single_dotProduct, Pi.single_apply, one_mul]
    rw [← hone, ← hdot, Matrix.mul_apply]
    simp only [dotProduct, hcol, Matrix.transpose_apply]
  have hM : Mᵀ = R * Lᵀ := by
    apply Matrix.toLin'.injective
    refine LinearMap.ext fun x => ?_
    rw [Matrix.toLin'_apply, Matrix.toLin'_apply, ← Matrix.mulVec_mulVec, hR]
    exact (congrArg WithLp.ofLp (hU x)).symm
  refine ⟨Rᵀ, by rw [Matrix.transpose_transpose]; exact horth, ?_⟩
  have hT := congrArg Matrix.transpose hM
  rwa [Matrix.transpose_transpose, Matrix.transpose_mul, Matrix.transpose_transpose] at hT

/-- If `L Lᵀ = M Mᵀ`, then `M = L Q` for an orthogonal matrix `Q`, and for all elements `E_p`
of a real algebra the two sets of Cholesky operators have the same sum of squares. -/
theorem cholesky_rotation [DecidableEq m] (L M : Matrix n m ℝ) (h : L * Lᵀ = M * Mᵀ) :
    (∃ Q : Matrix m m ℝ, Q * Qᵀ = 1 ∧ M = L * Q) ∧
      ∀ E : n → A, ∑ g, choleskyOp L E g ^ 2 = ∑ g, choleskyOp M E g ^ 2 := by
  constructor
  · apply exists_rotation_of_real_squares
    intro x
    rw [sum_sq_choleskyOp, sum_sq_choleskyOp, h]
  · intro E
    rw [sum_sq_choleskyOp, sum_sq_choleskyOp, h]

/-- Two real matrices of the same shape factorize the same matrix, `L Lᵀ = M Mᵀ`, exactly
when they differ by an orthogonal matrix acting on the columns. -/
theorem same_integrals_iff [DecidableEq m] (L M : Matrix n m ℝ) :
    L * Lᵀ = M * Mᵀ ↔ ∃ Q : Matrix m m ℝ, Q * Qᵀ = 1 ∧ M = L * Q := by
  constructor
  · intro h
    exact (cholesky_rotation (A := ℝ) L M h).1
  · rintro ⟨Q, hQ, rfl⟩
    rw [Matrix.transpose_mul, Matrix.mul_assoc, ← Matrix.mul_assoc Q, hQ, Matrix.one_mul]

/-- The coupling `∑ g, x_g v_g` of a field `x` to the Cholesky operators is the linear combination
of the `E_p` with coefficients `(L x)_p`. -/
theorem field_coupling (L : Matrix n m ℝ) (E : n → A) (x : m → ℝ) :
    ∑ g, x g • choleskyOp L E g = ∑ p, (L *ᵥ x) p • E p := by
  simp only [choleskyOp, Finset.smul_sum, smul_smul, Matrix.mulVec, dotProduct,
    Finset.sum_smul]
  exact Finset.sum_comm.trans (Finset.sum_congr rfl fun p _ =>
    Finset.sum_congr rfl fun g _ => by rw [mul_comm])

/-- For orthogonal `Q`, coupling the field `x` to the operators of `L Q` is the same as
coupling the field `Q x` to those of `L`, and `Q x` has the same squared length as `x`. -/
theorem field_rotation [DecidableEq m] (L : Matrix n m ℝ) (Q : Matrix m m ℝ)
    (hQ : Q * Qᵀ = 1) (E : n → A) (x : m → ℝ) :
    ∑ g, x g • choleskyOp (L * Q) E g = ∑ g, (Q *ᵥ x) g • choleskyOp L E g ∧
      (Q *ᵥ x) ⬝ᵥ (Q *ᵥ x) = x ⬝ᵥ x := by
  constructor
  · rw [field_coupling, field_coupling, Matrix.mulVec_mulVec]
  · have hQ' : Qᵀ * Q = 1 := mul_eq_one_comm.mp hQ
    rw [Matrix.dotProduct_mulVec, ← Matrix.mulVec_transpose, Matrix.mulVec_mulVec, hQ',
      Matrix.one_mulVec]

end CholeskyRotation
```

```lean
#print axioms CholeskyRotation.same_integrals_iff
#print axioms CholeskyRotation.field_rotation
```

```
'CholeskyRotation.same_integrals_iff' depends on axioms: [propext, Classical.choice, Quot.sound]
'CholeskyRotation.field_rotation' depends on axioms: [propext, Classical.choice, Quot.sound]
```

## From the expansion to the matrix Q

`sum_sq_choleskyOp` is the expansion of the square. The `simp only` call multiplies out the product of sums and collects the real coefficients, and `Finset.sum_comm` moves the sum over g to the inside.

`exists_isometry` is the geometric step, stated for two linear maps `S` and `T` into a finite-dimensional real inner product space. The formula W(Sx) = Tx does not directly define a function on the range of `S`, because x is not determined by Sx. The proof therefore picks a linear map `s` that assigns a preimage to each vector of the range, and defines `W` as `T ∘ₗ s`. Well-definedness reappears as `h2`: the vectors `s y` and `x` have the same image under `S`, so `T (s y - x)` has length zero.

`exists_rotation_of_real_squares` applies this lemma to Lᵀ and Mᵀ. Plain functions `m → ℝ` do not carry the Euclidean norm in Mathlib, so the equivalence `e` transports them to the Euclidean space. Once the norms are written as square roots of sums of squares, the hypothesis `h x` is exactly the required equality. The rest follows the matrix argument:

- `hR` describes the matrix `R` of the isometry by its action on vectors.
- `hdot` says that `R` preserves scalar products.
- `horth` evaluates this on unit vectors and obtains `Rᵀ * R = 1`.
- `hM` is the equation Mᵀ = R Lᵀ, whose transpose gives the result with Q = Rᵀ.

In `cholesky_rotation`, the expansion is used twice. For real numbers it supplies the hypothesis of the previous theorem, and for a general `E` it proves the equality of the sums directly, without Q. The forward direction of `same_integrals_iff` takes the first half of this theorem with `A := ℝ`, and the reverse direction cancels `Q * Qᵀ`.

`field_coupling` exchanges two finite sums. `field_rotation` applies it on both sides and uses `Matrix.mulVec_mulVec` to identify (L Q)x with L(Qx). For the length it first obtains `Qᵀ * Q = 1` from `mul_eq_one_comm`, which holds because Q is square.

## Extending an isometry with `LinearIsometry.extend`

The passage from the range of Lᵀ to the whole space is a single expression, `W.extend`. Mathlib's `LinearIsometry.extend` takes a linear isometry from a subspace of a finite-dimensional inner product space into that space, and returns a linear isometry from the whole space to itself. The matching of the two orthogonal complements takes place inside this definition.

Its companion `extend_apply` says that the extension agrees with the original map on the subspace. An element of the subspace is a vector together with a proof that it lies there, which is why the proof forms `y` from `S x` and `LinearMap.mem_range_self S x`.

This construction is what makes the rank of L irrelevant. No inverse of L or of LᵀL occurs; where L has too few independent columns, the extension makes a choice on the complement, and Q is then not unique.

The lemma would be false in the space of square-summable sequences. Let S shift a sequence one place to the right, and let T be the identity. Both preserve length, but an isometry U with U(Sx) = x for all x would already reach every vector from the range of S. It would have to send the first unit vector, which lies outside that range, to a vector already taken, and so it could not be injective.

## Factors with different numbers of columns

Two decompositions of the same V often have different numbers of columns. Suppose that L has m columns, M has k columns, m < k, and L Lᵀ = M Mᵀ. Append k − m zero columns to L. This leaves L Lᵀ unchanged, and the square case gives an orthogonal k × k matrix Q with

M = [L 0] Q.

The last k − m rows of Q meet only zeros. Writing P for the first m rows, one obtains

M = L P with P Pᵀ = 1.

This short corollary is derived here in prose and has no theorem of its own in the file. For the field it means that the k components coupled to M act through the m components of Px. If the components of x are independent standard Gaussian variables, so are those of Px, because their covariance matrix is P Pᵀ = 1.
